# An antiderivative of the Uehling moment integrand √(t² − 1)(1 + 1/(2t²))/t⁴ for t > 1

The declaration states that, at every real t > 1, the function (1 − s²)^(3/2)(4 + s²)/10 with s = 1/t has derivative √(t² − 1)(1 + 1/(2t²))/t⁴ with respect to t. In physics, the Uehling potential is the one-loop vacuum-polarisation correction to the Coulomb potential. For a point charge it is, up to a constant prefactor, an integral over t > 1 of Yukawa terms e^(−2mrt)/r with weight √(t² − 1)(1 + 1/(2t²))/t², where m is the electron mass and ħ = c = 1. Integrating each Yukawa term over all space gives a further factor proportional to 1/t², and hence the t-dependence of the derivative here. The statement concerns only the pointwise derivative, not the value of any integral. The proof differentiates first in s, using the derivatives of 1 − s² and 4 + s², and then applies the chain rule for s = 1/t.

In Lean, a first try:

```lean
import Mathlib

open MeasureTheory Set Filter Topology Real

namespace HasDerivAtPrimitive

noncomputable section

/-- A primitive of the moment integrand, written in the inverse variable `s = 1 / t`. -/
def primitive (s : ℝ) : ℝ := √(1 - s ^ 2) * (1 - s ^ 2) * (4 + s ^ 2) / 10

/-- For `t > 1` the primitive, taken at `1 / t`, has the moment integrand as its derivative. -/
theorem hasDerivAt_primitive {t : ℝ} (ht : 1 < t) :
    HasDerivAt (fun t : ℝ => primitive t⁻¹)
      (√(t ^ 2 - 1) * (1 + 1 / (2 * t ^ 2)) / t ^ 4) t := by
  have ht0 : 0 < t := by linarith
  have hform : 1 - t⁻¹ ^ 2 = (t ^ 2 - 1) / t ^ 2 := by field_simp
  have hpos : 0 < 1 - t⁻¹ ^ 2 := by
    rw [hform]
    exact div_pos (by nlinarith) (by positivity)
  have hr : √(1 - t⁻¹ ^ 2) = √(t ^ 2 - 1) / t := by
    rw [hform, Real.sqrt_div' _ (by positivity), Real.sqrt_sq ht0.le]
  -- differentiate in the inverse variable
  have hG : ∀ s : ℝ, 0 < 1 - s ^ 2 →
      HasDerivAt primitive (-(√(1 - s ^ 2) * s * (1 + s ^ 2 / 2))) s := by
    intro s hs
    have hu : HasDerivAt (fun s : ℝ => 1 - s ^ 2) (-(2 * s)) s := by
      convert (hasDerivAt_pow 2 s).const_sub 1 using 1
      norm_num
    have hv : HasDerivAt (fun s : ℝ => 4 + s ^ 2) (2 * s) s := by
      convert (hasDerivAt_pow 2 s).const_add 4 using 1
      norm_num
    have e : ∀ q u : ℝ, q ≠ 0 → q ^ 2 = u → -(2 * s) / (2 * q) * u = -(s * q) := by
      intro q u h0 h
      subst h
      field_simp
    have e' := e _ _ (Real.sqrt_pos.2 hs).ne' (Real.sq_sqrt hs.le)
    refine ((((hu.sqrt hs.ne').fun_mul hu).fun_mul hv).div_const 10).congr_deriv ?_
    linear_combination (4 + s ^ 2) / 10 * e'
  -- chain rule for `s = 1 / t`
  refine ((hG t⁻¹ hpos).comp t (hasDerivAt_inv ht0.ne')).congr_deriv ?_
  rw [hr]
  ring

end

end HasDerivAtPrimitive
```

Messages:

```
Main.lean:27:66: error: unsolved goals
case e'_4
t : ℝ
ht : 1 < t
ht0 : 0 < t
hform : 1 - t⁻¹ ^ 2 = (t ^ 2 - 1) / t ^ 2
hpos : 0 < 1 - t⁻¹ ^ 2
hr : √(1 - t⁻¹ ^ 2) = √(t ^ 2 - 1) / t
s : ℝ
hs : 0 < 1 - s ^ 2
⊢ instAddCommGroup = normedAddCommGroup.toAddCommGroup

case e'_5
t : ℝ
ht : 1 < t
ht0 : 0 < t
hform : 1 - t⁻¹ ^ 2 = (t ^ 2 - 1) / t ^ 2
hpos : 0 < 1 - t⁻¹ ^ 2
hr : √(1 - t⁻¹ ^ 2) = √(t ^ 2 - 1) / t
s : ℝ
hs : 0 < 1 - s ^ 2
e_4✝ : instAddCommGroup = normedAddCommGroup.toAddCommGroup
⊢ Semiring.toModule = RCLike.toInnerProductSpaceReal.toModule

case e'_9
t : ℝ
ht : 1 < t
ht0 : 0 < t
hform : 1 - t⁻¹ ^ 2 = (t ^ 2 - 1) / t ^ 2
hpos : 0 < 1 - t⁻¹ ^ 2
hr : √(1 - t⁻¹ ^ 2) = √(t ^ 2 - 1) / t
s : ℝ
hs : 0 < 1 - s ^ 2
⊢ -(2 * s) = -(↑2 * s ^ (2 - 1))
Main.lean:30:63: error: unsolved goals
case e'_4
t : ℝ
ht : 1 < t
ht0 : 0 < t
hform : 1 - t⁻¹ ^ 2 = (t ^ 2 - 1) / t ^ 2
hpos : 0 < 1 - t⁻¹ ^ 2
hr : √(1 - t⁻¹ ^ 2) = √(t ^ 2 - 1) / t
s : ℝ
hs : 0 < 1 - s ^ 2
hu : HasDerivAt (fun s => 1 - s ^ 2) (-(2 * s)) s
⊢ instAddCommGroup = normedAddCommGroup.toAddCommGroup

case e'_5
t : ℝ
ht : 1 < t
ht0 : 0 < t
hform : 1 - t⁻¹ ^ 2 = (t ^ 2 - 1) / t ^ 2
hpos : 0 < 1 - t⁻¹ ^ 2
hr : √(1 - t⁻¹ ^ 2) = √(t ^ 2 - 1) / t
s : ℝ
hs : 0 < 1 - s ^ 2
hu : HasDerivAt (fun s => 1 - s ^ 2) (-(2 * s)) s
e_4✝ : instAddCommGroup = normedAddCommGroup.toAddCommGroup
⊢ Semiring.toModule = RCLike.toInnerProductSpaceReal.toModule

case e'_9
t : ℝ
ht : 1 < t
ht0 : 0 < t
hform : 1 - t⁻¹ ^ 2 = (t ^ 2 - 1) / t ^ 2
hpos : 0 < 1 - t⁻¹ ^ 2
hr : √(1 - t⁻¹ ^ 2) = √(t ^ 2 - 1) / t
s : ℝ
hs : 0 < 1 - s ^ 2
hu : HasDerivAt (fun s => 1 - s ^ 2) (-(2 * s)) s
⊢ 2 * s = ↑2 * s ^ (2 - 1)
```

Fix (accepted with no message):

```diff
@@ -25,10 +25,8 @@
       HasDerivAt primitive (-(√(1 - s ^ 2) * s * (1 + s ^ 2 / 2))) s := by
     intro s hs
-    have hu : HasDerivAt (fun s : ℝ => 1 - s ^ 2) (-(2 * s)) s := by
-      convert (hasDerivAt_pow 2 s).const_sub 1 using 1
-      norm_num
-    have hv : HasDerivAt (fun s : ℝ => 4 + s ^ 2) (2 * s) s := by
-      convert (hasDerivAt_pow 2 s).const_add 4 using 1
-      norm_num
+    have hu : HasDerivAt (fun s : ℝ => 1 - s ^ 2) (-(2 * s)) s :=
+      ((hasDerivAt_pow 2 s).const_sub 1).congr_deriv (by norm_num)
+    have hv : HasDerivAt (fun s : ℝ => 4 + s ^ 2) (2 * s) s :=
+      ((hasDerivAt_pow 2 s).const_add 4).congr_deriv (by norm_num)
     have e : ∀ q u : ℝ, q ≠ 0 → q ^ 2 = u → -(2 * s) / (2 * q) * u = -(s * q) := by
       intro q u h0 h
```

Cause. Both messages report goals left open in the proofs of `hu` and `hv`, the derivatives of 1 − s² and 4 + s². In each, `convert ... using 1` asked for more than equality of the derivative values: it also produced equations between the additive-group and module structures on ℝ, which the two `HasDerivAt` statements present through different instances. The single `norm_num` that follows works on the first goal only, so it never reached the derivative equation, which still shows the unsimplified `↑2 * s ^ (2 - 1)`. The structure equations `e'_4` and `e'_5` were left open too.

The repair makes the same change in both places, replacing `convert` with `congr_deriv`. This takes the known derivative and asks only for a proof that its value equals the desired one. The instances are matched by unification when the term is checked against the stated type, so they no longer appear as separate goals. What remains is the arithmetic of the power rule, with the minus sign in the case of `hu`, and `norm_num` proves it.
